# Summed over all permutations of n objects, a factor x for each cycle gives x(x+1)...(x+n−1), and including the sign gives x(x−1)...(x−n+1)

## Do the flavour loop sums factorise for every n?

Let σ be a permutation of n vertices, and let c(σ) be the number of its cycles, with fixed points counted as cycles. I read σ as a diagram: the line leaving vertex i ends at vertex σ(i), and every cycle is a closed loop. If a flavour index with N values is conserved along the lines, and nothing else depends on it, summing over the index gives a factor N for each loop. I write x for that factor. Bosons have no further sign, while fermions carry the exchange sign sgn σ.

The claim is that the sum over all n! diagrams is

Σ_σ x^c(σ) = x(x+1)...(x+n−1)

for bosons, and

Σ_σ sgn(σ) x^c(σ) = x(x−1)...(x−n+1)

for fermions. I can confirm this for small n by listing permutations. I would like a rigorous proof for all n, checked by machine in Lean.

## Yes: build the diagrams by adding one vertex at a time

Label the vertices 0, 1, ..., n−1. For n = 0 there is one permutation, the empty one, with no loops; both sums are then 1, and so are the empty products on the right. The fermionic sign is that of the permutation, so a vertex closed on itself contributes +x. A rule with −1 for each closed loop differs from this one by the overall factor (−1)^n.

### A new vertex closes on itself or enters one of n lines

Take a permutation e of n vertices. Rename each old vertex i as i+1 and call the new vertex 0. There are n+1 ways to attach it.

It may close on itself:

σ(0) = 0, σ(i+1) = e(i)+1.

The old loops survive and {0} is a new one, so c(σ) = c(e) + 1.

Or it may be inserted into the line that ends at some old vertex q:

σ(0) = q+1, σ(i+1) = 0 if e(i) = q, and σ(i+1) = e(i)+1 otherwise.

One loop becomes longer by one vertex and the others are untouched, so c(σ) = c(e). There are n choices of q. If q was a fixed point of e, the result is a loop of two vertices.

Every permutation of n+1 vertices arises exactly once: σ(0) tells which case applies, and deleting vertex 0 recovers e. For any function F of the loop number, therefore,

Σ_σ F(c(σ)) = Σ_e [F(c(e)+1) + n F(c(e))],

with σ running over permutations of n+1 vertices and e over permutations of n.

### Both products follow from this recursion

Write B_n(x) for the bosonic sum. Setting F(m) = x^m gives

B_{n+1}(x) = Σ_e (x·x^c(e) + n·x^c(e)) = (x+n) B_n(x).

Since B_0(x) = 1, induction gives B_n(x) = x(x+1)...(x+n−1).

For fermions we need the sign in terms of the loop number:

sgn σ = (−1)^(n+c(σ)).

This holds for n = 0. Closing the new vertex on itself leaves the sign alone and raises both n and c by one, so the exponent grows by 2. Inserting it into a line multiplies the permutation by one transposition, which flips the sign, and raises only n. Both sides change together in each case. Hence

Σ_σ sgn(σ) x^c(σ) = (−1)^n Σ_σ (−x)^c(σ) = (−1)^n ∏_{k<n} (−x+k) = ∏_{k<n} (x−k).

If x = N is a whole number of flavours and N < n, the factor with k = N is zero and the fermionic sum vanishes. This is Pauli exclusion in counting form: n fermions sharing one spatial orbital need n different flavours.

The same recursion counts diagrams. Let S(n,k) be the number of permutations of n vertices with exactly k loops. Choosing F(m) = 1 for m = k+1 and 0 otherwise gives

S(n+1,k+1) = S(n,k) + n S(n,k+1),

which, with S(0,0) = 1, S(0,k) = 0 for k > 0 and S(n,0) = 0 for n > 0, defines the unsigned Stirling numbers of the first kind.

### Three particles with two or three flavours

For n = 3 the identity has 3 loops and sign +, the three transpositions have 2 loops and sign −, and the two 3-cycles have 1 loop and sign +. With N = 2:

bosons: 8 + 3·4 + 2·2 = 24 = 2·3·4

fermions: 8 − 3·4 + 2·2 = 0 = 2·1·0

With N = 3 the fermionic sum is 27 − 3·9 + 2·3 = 6 = 3·2·1.

### The Lean file

```lean
import Mathlib

open Equiv

namespace FlavourLoops

/-- The number of closed loops of a permutation of a finite set of vertices: its cycles,
with fixed points included. -/
noncomputable def loops {α : Type*} (σ : Perm α) : ℕ :=
  Nat.card (Quot σ.SameCycle)

/-- A label that does not change from a vertex to the next one is constant along each loop. -/
theorem label_constant {α β : Type*} {σ : Perm α} {g : α → β}
    (hg : ∀ i, g (σ i) = g i) {i j : α} (hij : σ.SameCycle i j) : g i = g j := by
  have hn : ∀ (m : ℕ) (i : α), g ((σ ^ m) i) = g i := by
    intro m
    induction m with
    | zero => intro i; simp
    | succ m ih => intro i; rw [pow_succ, Perm.mul_apply, ih, hg]
  obtain ⟨k, hk⟩ := hij
  obtain ⟨m, rfl | rfl⟩ := Int.eq_nat_or_neg k
  · rw [zpow_natCast] at hk
    rw [← hk, hn]
  · rw [zpow_neg, zpow_natCast, Perm.inv_eq_iff_eq] at hk
    rw [hk, hn]

/-- A diagram without vertices has no loops. -/
theorem loops_empty (σ : Perm (Fin 0)) : loops σ = 0 := by
  have : IsEmpty (Quot σ.SameCycle) := ⟨fun q => q.exists_rep.elim fun i _ => i.elim0⟩
  exact Nat.card_of_isEmpty

/-- A new vertex whose line closes on itself adds one loop. -/
theorem loops_close {n : ℕ} (e : Perm (Fin n)) :
    loops (Perm.decomposeFin.symm (0, e)) = loops e + 1 := by
  obtain ⟨σ, hσ⟩ : ∃ σ, σ = Perm.decomposeFin.symm (0, e) := ⟨_, rfl⟩
  rw [← hσ]
  have h0 : σ 0 = 0 := by rw [hσ, Perm.decomposeFin_symm_apply_zero]
  have hs : ∀ x : Fin n, σ x.succ = (e x).succ := by
    intro x
    rw [hσ, Perm.decomposeFin_symm_apply_succ]
    simp
  let g : Fin (n + 1) → Option (Quot e.SameCycle) :=
    Fin.cons (α := fun _ => Option (Quot e.SameCycle)) none
      (fun x => some (Quot.mk e.SameCycle x))
  let f : Fin n → Quot σ.SameCycle := fun x => Quot.mk σ.SameCycle x.succ
  have hg : ∀ i, g (σ i) = g i := by
    intro i
    induction i using Fin.cases with
    | zero => rw [h0]
    | succ x =>
      rw [hs]
      exact congrArg some (Quot.sound ⟨-1, by simp⟩)
  have hf : ∀ x, f (e x) = f x := by
    intro x
    have b : Quot.mk σ.SameCycle (σ x.succ) = Quot.mk σ.SameCycle x.succ :=
      Quot.sound ⟨-1, by simp⟩
    rw [hs] at b
    exact b
  -- the loops of the larger diagram are the old ones and the new one
  have E : Quot σ.SameCycle ≃ Option (Quot e.SameCycle) :=
    { toFun := Quot.lift g fun _ _ h => label_constant hg h
      invFun := fun o => o.elim (Quot.mk _ 0) (Quot.lift f fun _ _ h => label_constant hf h)
      left_inv := by
        rintro ⟨i⟩
        induction i using Fin.cases <;> rfl
      right_inv := by
        intro o
        cases o with
        | none => rfl
        | some q =>
          induction q using Quot.ind
          rfl }
  unfold loops
  rw [Nat.card_congr E, Finite.card_option]

/-- A new vertex inserted into an existing line leaves the number of loops unchanged. -/
theorem loops_insert {n : ℕ} (q : Fin n) (e : Perm (Fin n)) :
    loops (Perm.decomposeFin.symm (q.succ, e)) = loops e := by
  obtain ⟨σ, hσ⟩ : ∃ σ, σ = Perm.decomposeFin.symm (q.succ, e) := ⟨_, rfl⟩
  rw [← hσ]
  have h0 : σ 0 = q.succ := by rw [hσ, Perm.decomposeFin_symm_apply_zero]
  have hs : ∀ x : Fin n, σ x.succ = if e x = q then 0 else (e x).succ := by
    intro x
    rw [hσ, Perm.decomposeFin_symm_apply_succ]
    simp [Equiv.swap_apply_def, Fin.succ_ne_zero]
  have step : ∀ i, Quot.mk σ.SameCycle (σ i) = Quot.mk σ.SameCycle i :=
    fun i => Quot.sound ⟨-1, by simp⟩
  have step' : ∀ x, Quot.mk e.SameCycle (e x) = Quot.mk e.SameCycle x :=
    fun x => Quot.sound ⟨-1, by simp⟩
  have a := step 0
  rw [h0] at a
  let g : Fin (n + 1) → Quot e.SameCycle :=
    Fin.cons (α := fun _ => Quot e.SameCycle) (Quot.mk e.SameCycle q)
      (fun x => Quot.mk e.SameCycle x)
  let f : Fin n → Quot σ.SameCycle := fun x => Quot.mk σ.SameCycle x.succ
  have hg : ∀ i, g (σ i) = g i := by
    intro i
    induction i using Fin.cases with
    | zero => rw [h0]; rfl
    | succ x =>
      rw [hs]
      by_cases hx : e x = q
      · rw [if_pos hx]
        exact (congrArg (Quot.mk e.SameCycle) hx.symm).trans (step' x)
      · rw [if_neg hx]
        exact step' x
  have hf : ∀ x, f (e x) = f x := by
    intro x
    have b := step x.succ
    by_cases hx : e x = q
    · rw [hs, if_pos hx] at b
      rw [hx]
      exact a.trans b
    · rw [hs, if_neg hx] at b
      exact b
  -- the new vertex joins the loop of q
  have E : Quot σ.SameCycle ≃ Quot e.SameCycle :=
    { toFun := Quot.lift g fun _ _ h => label_constant hg h
      invFun := Quot.lift f fun _ _ h => label_constant hf h
      left_inv := by
        rintro ⟨i⟩
        induction i using Fin.cases with
        | zero => exact a
        | succ x => rfl
      right_inv := by
        rintro ⟨x⟩
        rfl }
  exact Nat.card_congr E

/-- Recursion in the number of vertices for the sum over all diagrams of any function of the
loop number: the new vertex closes on itself or enters one of `n` lines. -/
theorem sum_recursion {M : Type*} [AddCommMonoid M] (F : ℕ → M) (n : ℕ) :
    ∑ σ : Perm (Fin (n + 1)), F (loops σ) =
      ∑ e : Perm (Fin n), (F (loops e + 1) + n • F (loops e)) := by
  rw [← Equiv.sum_comp Perm.decomposeFin.symm, Fintype.sum_prod_type_right]
  refine Finset.sum_congr rfl fun e _ => ?_
  rw [Fin.sum_univ_succ]
  simp only [loops_close, loops_insert, Finset.sum_const, Finset.card_univ, Fintype.card_fin]

/-- The number of diagrams with `n` vertices and exactly `k` loops is the unsigned Stirling
number of the first kind. -/
theorem card_diagrams (n k : ℕ) :
    (Finset.univ.filter fun σ : Perm (Fin n) => loops σ = k).card = Nat.stirlingFirst n k := by
  rw [Finset.card_filter]
  induction n generalizing k with
  | zero => cases k <;> simp [loops_empty, Nat.stirlingFirst]
  | succ n ih =>
    refine (sum_recursion (fun m => if m = k then 1 else 0) n).trans ?_
    simp only [smul_eq_mul, Finset.sum_add_distrib, ← Finset.mul_sum]
    cases k with
    | zero =>
      rw [ih 0]
      cases n <;> simp [Nat.stirlingFirst]
    | succ k =>
      simp only [Nat.add_right_cancel_iff, ih, Nat.stirlingFirst]
      ring

/-- The exchange sign of a permutation of `n` particles is fixed by the parity of `n` plus
the number of loops. -/
theorem sign_eq_loops {n : ℕ} (σ : Perm (Fin n)) :
    (Perm.sign σ : ℤ) = (-1) ^ (n + loops σ) := by
  induction n with
  | zero =>
    rw [loops_empty, Subsingleton.elim σ 1]
    simp
  | succ n ih =>
    obtain ⟨⟨p, e⟩, rfl⟩ := Perm.decomposeFin.symm.surjective σ
    rw [Perm.decomposeFin.symm_sign]
    induction p using Fin.cases with
    | zero =>
      rw [if_pos rfl, one_mul, ih, loops_close]
      ring
    | succ q =>
      rw [if_neg (Fin.succ_ne_zero q), Units.val_mul, ih, loops_insert, Units.val_neg,
        Units.val_one]
      ring

/-- Bosons: with a factor `x` for each loop, the sum over all permutations of `n` particles
is `x (x + 1) ... (x + n - 1)`. -/
theorem boson_loop_sum {R : Type*} [CommRing R] (x : R) (n : ℕ) :
    ∑ σ : Perm (Fin n), x ^ loops σ = ∏ k ∈ Finset.range n, (x + (k : R)) := by
  induction n with
  | zero => simp [loops_empty]
  | succ n ih =>
    refine (sum_recursion (fun m => x ^ m) n).trans ?_
    rw [Finset.prod_range_succ, ← ih, Finset.sum_mul]
    refine Finset.sum_congr rfl fun e _ => ?_
    simp only [nsmul_eq_mul, pow_succ]
    ring

/-- Fermions: with a factor `x` for each loop and the exchange sign, the sum over all
permutations of `n` particles is `x (x - 1) ... (x - n + 1)`. -/
theorem fermion_loop_sum {R : Type*} [CommRing R] (x : R) (n : ℕ) :
    ∑ σ : Perm (Fin n), ((Perm.sign σ : ℤ) : R) * x ^ loops σ =
      ∏ k ∈ Finset.range n, (x - (k : R)) := by
  have hsign : (-1 : R) ^ n = ∏ _k ∈ Finset.range n, (-1 : R) := by simp
  calc ∑ σ : Perm (Fin n), ((Perm.sign σ : ℤ) : R) * x ^ loops σ
      = ∑ σ : Perm (Fin n), (-1) ^ n * (-x) ^ loops σ := by
        -- the exchange sign gives an overall (-1)^n and turns x into -x in every loop
        refine Finset.sum_congr rfl fun σ _ => ?_
        rw [sign_eq_loops, neg_pow x]
        push_cast
        ring
    _ = (-1) ^ n * ∏ k ∈ Finset.range n, (-x + (k : R)) := by
        rw [← Finset.mul_sum, boson_loop_sum]
    _ = ∏ k ∈ Finset.range n, (x - (k : R)) := by
        rw [hsign, ← Finset.prod_mul_distrib]
        refine Finset.prod_congr rfl fun k _ => ?_
        ring

/-- With fewer flavours `N` than particles `n`, the fermionic loop sum vanishes. -/
theorem fermion_sum_vanishes {R : Type*} [CommRing R] {N n : ℕ} (h : N < n) :
    ∑ σ : Perm (Fin n), ((Perm.sign σ : ℤ) : R) * (N : R) ^ loops σ = 0 := by
  rw [fermion_loop_sum]
  exact Finset.prod_eq_zero (Finset.mem_range.2 h) (sub_self _)

end FlavourLoops
```

```lean
#print axioms FlavourLoops.card_diagrams
#print axioms FlavourLoops.fermion_loop_sum
#print axioms FlavourLoops.fermion_sum_vanishes
```

```
'FlavourLoops.card_diagrams' depends on axioms: [propext, Classical.choice, Quot.sound]
'FlavourLoops.fermion_loop_sum' depends on axioms: [propext, Classical.choice, Quot.sound]
'FlavourLoops.fermion_sum_vanishes' depends on axioms: [propext, Classical.choice, Quot.sound]
```

### What the Lean statements say about diagrams

`Perm (Fin n)` is the type of permutations of the vertices 0, ..., n−1, and each of its elements is one diagram with labelled vertices. The relation `σ.SameCycle i j` says that some integer power of σ carries i to j. Its quotient has one element for each cycle, and `loops σ` is the number of those elements. A fixed point is a class of its own, so it counts as a loop.

In `boson_loop_sum` and `fermion_loop_sum`, `x` is an element of an arbitrary commutative ring `R`. It may be an integer, a complex number or a polynomial variable. The index set `Finset.range n` is 0, ..., n−1, which makes the right-hand sides the two products above. The expression `((Perm.sign σ : ℤ) : R)` is the exchange sign, read first as an integer and then as an element of `R`.

`fermion_sum_vanishes` takes natural numbers with `N < n` and puts N flavours in place of x. `card_diagrams` identifies the number of diagrams with n vertices and k loops with Mathlib's `Nat.stirlingFirst n k`.

The physics enters through the choice of weights. The file contains no field operators and does not derive Wick's theorem: the factor x per loop and the sign are given as the weight of each diagram. Propagators and interactions are all set to one, and connected and disconnected diagrams are summed together. In electronic structure, a spin sum gives such a factor with x = 2 for each closed loop when nothing in the diagram depends on spin; the theorems treat this counting factor alone, not the energies or integrals that multiply it.

### How Lean counts the loops and sums over them

The work lies in showing how the loop number changes when a vertex is added. `label_constant` supplies the tool: a label that agrees at i and σ(i) for every i is constant along each loop. It is proved by induction for natural powers of σ, and a negative power is handled by reading the relation backwards. Such a label therefore defines a function on the set of loops.

Mathlib's `Perm.decomposeFin` is the bijection between permutations of n+1 vertices and pairs (p, e), where p = σ(0) and e is a permutation of n vertices. The lemmas `loops_close` and `loops_insert` treat p = 0 and p = q+1. In each, `h0` and `hs` record the formulas for σ(0) and σ(i+1) given above, and `E` is an explicit bijection between sets of loops:

- In `loops_close`, the loops of σ are matched with `Option (Quot e.SameCycle)`, the old loops and one extra element `none`. The extra element is the loop {0}, which gives c(e) + 1.
- In `loops_insert`, they are matched with the loops of e themselves. Vertex 0 is sent to the loop of q.

In both proofs, `g` labels the vertices of the larger diagram by loops of the smaller one (in `loops_close` the new vertex gets the label `none` instead), and `f` goes the other way. The steps `hg` and `hf` check that these labels do not change along a line, so that `label_constant` applies.

`sum_recursion` rewrites the sum over σ as a sum over pairs (p, e), separates p = 0 from the other n values, and inserts the two loop counts. Its F takes values in any additive commutative monoid, so one lemma serves both the ring-valued sums and the counting of diagrams.

`boson_loop_sum` is then the induction B_{n+1} = (x+n) B_n, with `ring` confirming the algebra for each e. `card_diagrams` uses the indicator function of k as F and treats k = 0 separately. `sign_eq_loops` goes through the same two cases as the argument for the sign. In `fermion_loop_sum`, the three steps of the `calc` block are the three equalities in the fermionic derivation: the sign turns x into −x, the bosonic result is applied at −x, and the factor (−1)^n is distributed over the n factors. Finally, `fermion_sum_vanishes` picks out the factor with k = N, which is N − N = 0.
